# About its centre, a regular ring of n equal charges has planar multipoles only at orders divisible by n

Sum $(x+iy)^4$ numerically over the six corners of a regular hexagon of radius one centred at the origin, and the program will typically print a number near $10^{-16}$. The printed number alone doesn't say whether this is rounding noise or a small moment that belongs in the calculation; a rule that says which moments vanish settles the question. The opposite mistake is also possible: a ring looks so symmetric that one may drop every angular term, and the sixth-order moment of the hexagon, whose modulus is the largest that six unit charges at distance one can give, is lost with the rest.

The rule is as follows. Put $n\ge 1$ equal charges $q$ on a circle of radius $\rho$ centred at the origin, at the angles $\varphi+2\pi k/n$ with $k=0,\dots,n-1$. Then, for every natural number $m$,

$$\sum_{k} q\,(x_k+iy_k)^m=\begin{cases} q\,n\,\rho^m e^{im\varphi} & \text{if } n \text{ divides } m,\\ 0 & \text{otherwise.}\end{cases}$$

In point-charge models of a ligand field, this tells which of these moments a flat, undistorted ring of identical ligands can have. The charges are classical and fixed, and the electrons of the ligands don't enter.

The file writes complex conjugation as `conj`.

In Lean 4 with Mathlib:

```lean
import Mathlib

open ComplexConjugate

namespace RingMultipoles

noncomputable section
```

## Moments in the complex plane

Let finitely many charges $q_j$ sit at the points $z_j=x_j+iy_j$. For natural numbers $a$ and $b$, define the mixed moment

$$M_{ab}=\sum_j q_j\,z_j^a\,\bar z_j^{\,b}.$$

Expanding the powers gives combinations of the Cartesian moments $\sum_j q_j x_j^p y_j^{r}$ with $p+r=a+b$. The planar multipole of order $m$ is $M_{m0}$, the total charge is $M_{00}$, and $M_{11}$ is the trace of the second-moment tensor.

```lean
/-- The mixed planar moment `∑ q z^a (conj z)^b` of finitely many point charges `q j` at the
positions `z j` in the complex plane. -/
def moment {ι : Type*} [Fintype ι] (q : ι → ℝ) (z : ι → ℂ) (a b : ℕ) : ℂ :=
  ∑ j, (q j : ℂ) * z j ^ a * conj (z j) ^ b
```

The index type `ι` is any finite set of labels. The charges are real and may differ from one another; no symmetry has been assumed yet.

## The ring and its rotation

A rotation about the origin by one $n$-th of a full turn multiplies a position in the plane by $\omega=e^{2\pi i/n}$.

```lean
/-- The phase factor `exp (2 π i / n)` of the rotation by one `n`-th of a full turn, for `n ≥ 1`. -/
def rot (n : ℕ) : ℂ := Complex.exp (2 * Real.pi * Complex.I / n)
```

The ring itself is described by real coordinates, as in an input file. The first is $x_k=\rho\cos(\varphi+2\pi k/n)$.

```lean
/-- The `x` coordinate of site `k` on a ring of `n` sites with radius `ρ` and offset angle `φ`. -/
def ringX (n : ℕ) (ρ φ : ℝ) (k : Fin n) : ℝ :=
  ρ * Real.cos (φ + 2 * Real.pi * (k : ℕ) / n)
```

The second is $y_k=\rho\sin(\varphi+2\pi k/n)$.

```lean
/-- The `y` coordinate of site `k` on a ring of `n` sites with radius `ρ` and offset angle `φ`. -/
def ringY (n : ℕ) (ρ φ : ℝ) (k : Fin n) : ℝ :=
  ρ * Real.sin (φ + 2 * Real.pi * (k : ℕ) / n)
```

Together they give the complex position $z_k=x_k+iy_k$.

```lean
/-- The position `x + i y` of site `k` of the ring in the complex plane. -/
def ringSite (n : ℕ) (ρ φ : ℝ) (k : Fin n) : ℂ :=
  (ringX n ρ φ k : ℂ) + Complex.I * (ringY n ρ φ k : ℂ)
```

The label `k : Fin n` runs from $0$ to $n-1$, and $\varphi$ is the angle of site $0$, measured counter-clockwise from the $x$ axis when $\rho>0$. The radius is an arbitrary real number, so the theorems below also hold for zero or negative $\rho$ unless they say otherwise.

## Symmetry forces a moment to vanish

Suppose that a permutation $\sigma$ of the labels preserves the charges, $q_{\sigma(j)}=q_j$, and multiplies all positions by one number, $z_{\sigma(j)}=\omega z_j$. Relabelling a finite sum doesn't change it, so

$$M_{ab}=\sum_j q_{\sigma(j)}\,z_{\sigma(j)}^a\,\bar z_{\sigma(j)}^{\,b}=\omega^a\bar\omega^b\sum_j q_j z_j^a\bar z_j^{\,b}=\omega^a\bar\omega^b M_{ab}.$$

Hence $(1-\omega^a\bar\omega^b)M_{ab}=0$, and the moment vanishes whenever $\omega^a\bar\omega^b\neq1$.

```lean
/-- If a permutation of the charges preserves their values and multiplies every position by `ω`,
then each moment whose factor `ω^a (conj ω)^b` differs from one vanishes. -/
theorem moment_eq_zero_of_symmetry {ι : Type*} [Fintype ι] (q : ι → ℝ) (z : ι → ℂ)
    (σ : Equiv.Perm ι) (ω : ℂ) (hq : ∀ j, q (σ j) = q j) (hz : ∀ j, z (σ j) = ω * z j)
    (a b : ℕ) (h : ω ^ a * conj ω ^ b ≠ 1) : moment q z a b = 0 := by
  -- relabelling the charges reproduces the moment up to the symmetry factor
  have key : moment q z a b = (ω ^ a * conj ω ^ b) * moment q z a b := by
    unfold moment
    conv_lhs => rw [← Equiv.sum_comp σ]
    rw [Finset.mul_sum]
    refine Finset.sum_congr rfl fun j _ => ?_
    rw [hq, hz, map_mul, mul_pow, mul_pow]
    ring
  have h0 : (1 - ω ^ a * conj ω ^ b) * moment q z a b = 0 := by
    linear_combination key
  exact (mul_eq_zero.mp h0).resolve_left (sub_ne_zero.mpr (Ne.symm h))
```

The hypotheses `hq` and `hz` are the two symmetry conditions. The relabelling is `Equiv.sum_comp σ`, the intermediate statement `key` is the displayed equation, and the last line divides by the nonzero factor. The argument applies to any arrangement with a rotational symmetry about the origin, for instance several concentric regular rings, each with its own charge per site, provided that the same rotation maps each ring to itself.

Equality of the charges along the permutation matters. Take two sites at $\rho$ and $-\rho$ with charges $+1$ and $-1$. The half turn still exchanges the positions, but it no longer preserves the charges, and the dipole is $\rho+(-1)(-\rho)=2\rho$, which is nonzero for $\rho\ne0$.

## Which factors equal one

For $\omega=e^{2\pi i/n}$ the conjugate is the inverse, so

$$\omega^a\bar\omega^b=\omega^{a-b}=e^{2\pi i(a-b)/n}.$$

This equals one exactly when $(a-b)/n$ is an integer.

```lean
/-- Under the rotation by one `n`-th of a turn, the factor of the moment of type `(a, b)` is one
exactly when `n` divides `a - b`. -/
theorem rot_factor_eq_one_iff (n : ℕ) [NeZero n] (a b : ℕ) :
    rot n ^ a * conj (rot n) ^ b = 1 ↔ (n : ℤ) ∣ (a : ℤ) - (b : ℤ) := by
  have hp : IsPrimitiveRoot (rot n) n := Complex.isPrimitiveRoot_exp n (NeZero.ne n)
  have hne : rot n ≠ 0 := Complex.exp_ne_zero _
  have hconj : conj (rot n) = (rot n)⁻¹ := by
    rw [rot, ← Complex.exp_conj, ← Complex.exp_neg]
    congr 1
    simp only [map_div₀, map_mul, Complex.conj_ofReal, Complex.conj_I, map_natCast, map_ofNat]
    ring
  rw [hconj, ← hp.zpow_eq_one_iff_dvd, zpow_sub₀ hne, zpow_natCast, zpow_natCast, inv_pow,
    div_eq_mul_inv]
```

The difference is taken in the integers, because $a$ may be smaller than $b$. The assumption `[NeZero n]` says that $n\ge1$. In the proof, `hconj` turns the conjugate into an inverse, and `hp` supplies the fact that $\omega$ is a primitive $n$-th root of unity: its integer powers equal one only at multiples of $n$.

## The sites as powers of one rotation

By Euler's formula,

$$z_k=\rho\,e^{i(\varphi+2\pi k/n)}=\rho\,e^{i\varphi}\,\omega^k.$$

```lean
/-- Site `k` of the ring is the point `ρ exp (i φ)` rotated `k` times by one `n`-th of a turn. -/
theorem ringSite_eq (n : ℕ) (ρ φ : ℝ) (k : Fin n) :
    ringSite n ρ φ k = (ρ : ℂ) * Complex.exp (φ * Complex.I) * rot n ^ (k : ℕ) := by
  have h : Complex.exp (φ * Complex.I) * rot n ^ (k : ℕ)
      = Complex.exp (((φ + 2 * Real.pi * (k : ℕ) / n : ℝ) : ℂ) * Complex.I) := by
    rw [rot, ← Complex.exp_nat_mul, ← Complex.exp_add]
    congr 1
    push_cast
    ring
  rw [mul_assoc, h, Complex.exp_mul_I]
  unfold ringSite ringX ringY
  push_cast
  ring
```

The auxiliary statement `h` combines the exponentials, and `Complex.exp_mul_I` then splits the result into the cosine and sine from which the coordinates were built.

Moving from site $k$ to the next one therefore multiplies the position by $\omega$. This also holds for the last site, whose successor is site $0$, because

$$\omega\,z_{n-1}=\rho e^{i\varphi}\omega^n=\rho e^{i\varphi}=z_0.$$

```lean
/-- On the ring, the cyclic step from site `k` to site `k + 1` multiplies the position by the
phase factor of one `n`-th of a turn. -/
theorem ringSite_symmetry_witness (n : ℕ) [NeZero n] (ρ φ : ℝ) (k : Fin n) :
    ringSite n ρ φ (Equiv.addRight 1 k) = rot n * ringSite n ρ φ k := by
  have h : rot n ^ n = 1 := (Complex.isPrimitiveRoot_exp n (NeZero.ne n)).pow_eq_one
  have hv : ((Equiv.addRight 1 k : Fin n) : ℕ) = ((k : ℕ) + 1 % n) % n := rfl
  -- the last site is followed by the first one, since `n` steps make a full turn
  have hp : rot n ^ (((k : ℕ) + 1 % n) % n) = rot n ^ (k : ℕ) * rot n := by
    rw [← pow_eq_pow_mod _ h, pow_add, ← pow_eq_pow_mod 1 h, pow_one]
  rw [ringSite_eq, ringSite_eq, hv, hp]
  ring
```

The permutation is `Equiv.addRight 1`, addition of one modulo $n$. The statement `hv` writes out its value as a remainder, and `hp` removes the remainder from the exponent by means of $\omega^n=1$. For $n=1$ the step maps the only site to itself and $\omega=1$, as it should.

## All mixed moments of the ring

If $n$ doesn't divide $a-b$, the factor $\omega^a\bar\omega^b$ differs from one and symmetry gives $M_{ab}=0$. If $n$ divides $a-b$, each site contributes

$$q\,z_k^a\bar z_k^{\,b}=q\,\rho^{a+b}e^{i(a-b)\varphi}\,(\omega^a\bar\omega^b)^k=q\,\rho^{a+b}e^{i(a-b)\varphi},$$

which doesn't depend on $k$. The $n$ equal terms add up to $M_{ab}=q\,n\,\rho^{a+b}e^{i(a-b)\varphi}$.

```lean
/-- The moment of type `(a, b)` of `n` equal charges `q` on a ring is
`q n ρ^(a+b) exp (i (a - b) φ)` if `n` divides `a - b`, and zero otherwise. -/
theorem ring_moment (n : ℕ) [NeZero n] (q ρ φ : ℝ) (a b : ℕ) :
    moment (fun _ => q) (ringSite n ρ φ) a b =
      if (n : ℤ) ∣ (a : ℤ) - (b : ℤ) then
        (q : ℂ) * n * (ρ : ℂ) ^ (a + b) * Complex.exp (((a : ℂ) - b) * φ * Complex.I)
      else 0 := by
  split_ifs with h
  · have hc := (rot_factor_eq_one_iff n a b).mpr h
    have he : Complex.exp (φ * Complex.I) ^ a * conj (Complex.exp (φ * Complex.I)) ^ b
        = Complex.exp (((a : ℂ) - b) * φ * Complex.I) := by
      rw [← Complex.exp_conj, ← Complex.exp_nat_mul, ← Complex.exp_nat_mul, ← Complex.exp_add]
      congr 1
      simp only [map_mul, Complex.conj_ofReal, Complex.conj_I]
      ring
    -- all sites contribute equally
    have term : ∀ k : Fin n, (q : ℂ) * ringSite n ρ φ k ^ a * conj (ringSite n ρ φ k) ^ b
        = (q : ℂ) * (ρ : ℂ) ^ (a + b) * Complex.exp (((a : ℂ) - b) * φ * Complex.I) := by
      intro k
      rw [ringSite_eq, map_mul, map_mul, map_pow, Complex.conj_ofReal, ← he]
      calc _ = (q : ℂ) * (ρ : ℂ) ^ (a + b) *
              (Complex.exp (φ * Complex.I) ^ a * conj (Complex.exp (φ * Complex.I)) ^ b) *
              (rot n ^ a * conj (rot n) ^ b) ^ (k : ℕ) := by ring
        _ = _ := by rw [hc, one_pow, mul_one]
    simp only [moment, term, Finset.sum_const, Finset.card_univ, Fintype.card_fin, nsmul_eq_mul]
    ring
  · exact moment_eq_zero_of_symmetry _ _ (Equiv.addRight 1) (rot n) (fun _ => rfl)
      (ringSite_symmetry_witness n ρ φ) a b (fun hc => h ((rot_factor_eq_one_iff n a b).mp hc))
```

The two branches of `split_ifs` are these two cases, with the allowed one first. There `he` collects the phases in $\varphi$ and `term` shows that all sites contribute equally. The other branch applies the general symmetry theorem to the cyclic step.

## The planar multipole of order m

Setting $a=m$ and $b=0$ gives the formula stated at the start.

```lean
/-- The planar multipole of order `m` of `n` equal charges `q` on a ring is
`q n ρ^m exp (i m φ)` if `n` divides `m`, and zero otherwise. -/
theorem ring_multipole (n : ℕ) [NeZero n] (q ρ φ : ℝ) (m : ℕ) :
    ∑ k : Fin n, (q : ℂ) * ((ringX n ρ φ k : ℂ) + Complex.I * (ringY n ρ φ k : ℂ)) ^ m =
      if n ∣ m then (q : ℂ) * n * (ρ : ℂ) ^ m * Complex.exp (m * φ * Complex.I) else 0 := by
  have h := ring_moment n q ρ φ m 0
  simpa [moment, ringSite, Int.natCast_dvd_natCast] using h
```

The left-hand side is written in the real coordinates `ringX` and `ringY`, so the theorem can be read without the definition of `moment`. The proof specialises the previous theorem and replaces integer divisibility by divisibility of natural numbers.

For four unit charges on the coordinate axes, $\varphi=0$ and the fourth-order multipole is $4\rho^4$. Turning the square by $45^\circ$ changes it to $4\rho^4e^{i\pi}=-4\rho^4$, while the orders one, two and three remain zero.

These sums appear directly in two-dimensional multipole codes. For parallel line charges, and up to a constant prefactor set by the units, the potential at a point $z$ with $|z|>|\rho|$ is

$$\operatorname{Re}\Bigl[-M_{00}\log z+\sum_{m\ge1}\frac{M_{m0}}{m\,z^m}\Bigr].$$

This is the usual expansion of the logarithm, quoted here without a formal proof. For a ring of such line charges, only the orders $n,2n,\dots$ survive in the sum, so an expansion truncated below order $n$ sees nothing but the total charge.

The formula also provides a test of the routine that computes the coefficients. With $n=6$, $q=\rho=1$ and $\varphi=0.1$, the orders one to five should be zero to rounding, and order six should be $6e^{0.6i}$. A nonzero offset is useful here: at $\varphi=0$ the result is real, and a wrong sign in the angle would go unnoticed.

## The allowed multipoles are nonzero

For $n\mid m$ the value is a product of $q$, $n$, $\rho^m$ and a phase factor. If $q\neq0$ and $\rho\neq0$, none of these is zero. The multipole is then nonzero exactly when $n$ divides $m$.

```lean
/-- For nonzero charge and radius, the ring has a nonzero planar multipole of order `m` exactly
when `n` divides `m`. -/
theorem ring_multipole_ne_zero_iff (n : ℕ) [NeZero n] (q ρ φ : ℝ) (hq : q ≠ 0) (hρ : ρ ≠ 0)
    (m : ℕ) :
    ∑ k : Fin n, (q : ℂ) * ((ringX n ρ φ k : ℂ) + Complex.I * (ringY n ρ φ k : ℂ)) ^ m ≠ 0
      ↔ n ∣ m := by
  rw [ring_multipole]
  split_ifs with h
  · have h1 : (q : ℂ) ≠ 0 := by exact_mod_cast hq
    have h2 : (n : ℂ) ≠ 0 := by exact_mod_cast NeZero.ne n
    have h3 : (ρ : ℂ) ≠ 0 := by exact_mod_cast hρ
    exact iff_of_true (mul_ne_zero (mul_ne_zero (mul_ne_zero h1 h2) (pow_ne_zero _ h3))
      (Complex.exp_ne_zero _)) h
  · exact iff_of_false (by simp) h
```

The proof inserts the formula and treats its two cases. The order $m=0$ is always allowed and gives the total charge $qn$; the first allowed order above it is $m=n$. The condition on the radius is needed: if $\rho=0$, all charges sit at the origin and every multipole with $m\ge1$ vanishes, including those whose order is divisible by $n$.

## An isotropic second moment from three sites on

Let $n\ge3$. Then $n$ doesn't divide $2$, and the multipole of order two vanishes. For unit charges this reads

$$0=\sum_k(x_k+iy_k)^2=\Bigl(\sum_k x_k^2-\sum_k y_k^2\Bigr)+2i\sum_k x_ky_k .$$

The real part gives $\sum_k x_k^2=\sum_k y_k^2$, and the imaginary part gives $\sum_k x_ky_k=0$. Since $x_k^2+y_k^2=\rho^2$ at each site, the two diagonal sums add up to $n\rho^2$, and each of them is $n\rho^2/2$.

```lean
/-- For three or more sites the in-plane second-moment tensor of the site positions on the ring is
isotropic: both diagonal components equal `n ρ² / 2` and the off-diagonal component vanishes. -/
theorem ring_second_moment_isotropic (n : ℕ) (hn : 3 ≤ n) (ρ φ : ℝ) :
    ∑ k, ringX n ρ φ k ^ 2 = n * ρ ^ 2 / 2 ∧ ∑ k, ringY n ρ φ k ^ 2 = n * ρ ^ 2 / 2 ∧
      ∑ k, ringX n ρ φ k * ringY n ρ φ k = 0 := by
  have : NeZero n := ⟨by omega⟩
  have hd : ¬ n ∣ 2 := fun hd => by
    have := Nat.le_of_dvd (by norm_num) hd
    omega
  have h := ring_multipole n 1 ρ φ 2
  rw [if_neg hd] at h
  -- real and imaginary parts of the vanishing quadrupole
  have hcast : ∑ k : Fin n, ((1 : ℝ) : ℂ) *
        ((ringX n ρ φ k : ℂ) + Complex.I * (ringY n ρ φ k : ℂ)) ^ 2
      = ((∑ k, ringX n ρ φ k ^ 2 - ∑ k, ringY n ρ φ k ^ 2 : ℝ) : ℂ)
        + ((2 * ∑ k, ringX n ρ φ k * ringY n ρ φ k : ℝ) : ℂ) * Complex.I := by
    push_cast
    rw [Finset.mul_sum, Finset.sum_mul, ← Finset.sum_sub_distrib, ← Finset.sum_add_distrib]
    refine Finset.sum_congr rfl fun k _ => ?_
    linear_combination (ringY n ρ φ k : ℂ) ^ 2 * Complex.I_sq
  have aux : ∀ u v : ℝ, (u : ℂ) + (v : ℂ) * Complex.I = 0 → u = 0 ∧ v = 0 := by
    intro u v huv
    exact ⟨by simpa using congrArg Complex.re huv, by simpa using congrArg Complex.im huv⟩
  obtain ⟨hu, hv⟩ := aux _ _ (hcast.symm.trans h)
  -- the trace is fixed by the radius
  have hr : ∀ k : Fin n, ringX n ρ φ k ^ 2 + ringY n ρ φ k ^ 2 = ρ ^ 2 := by
    intro k
    unfold ringX ringY
    linear_combination ρ ^ 2 * Real.sin_sq_add_cos_sq (φ + 2 * Real.pi * (k : ℕ) / n)
  have hs : ∑ k, ringX n ρ φ k ^ 2 + ∑ k, ringY n ρ φ k ^ 2 = n * ρ ^ 2 := by
    rw [← Finset.sum_add_distrib, Finset.sum_congr rfl (fun k _ => hr k)]
    simp
  exact ⟨by linarith, by linarith, by linarith⟩

end

end RingMultipoles
```

In the proof, `hcast` separates the real and imaginary parts, `aux` concludes that both are zero, and `hs` is the trace. The three calls of `linarith` solve the resulting linear equations.

Two sites are too few. With $n=2$ and $\varphi=0$ the charges lie on the $x$ axis, so $\sum_k x_k^2=2\rho^2$ and $\sum_k y_k^2=0$.

Equal charges $q$ multiply all three sums by $q$. In three dimensions a flat ring has no second moment about its centre along its axis, so for nonzero charge and radius its full tensor is not isotropic.

```lean
#print axioms RingMultipoles.ring_multipole_ne_zero_iff
#print axioms RingMultipoles.ring_second_moment_isotropic
```

```
'RingMultipoles.ring_multipole_ne_zero_iff' depends on axioms: [propext, Classical.choice, Quot.sound]
'RingMultipoles.ring_second_moment_isotropic' depends on axioms: [propext, Classical.choice, Quot.sound]
```
